# Multiplets from spins with a common first-order coupling and equal level populations are symmetric and unimodal

Let a nucleus be coupled to finitely many neighbours, neighbour $i$ having spin $s_i/2$. Its levels are numbered $m_i=0,\dots,s_i$ in order of increasing magnetic quantum number, which is $m_i-s_i/2$. With one coupling $J$ for all neighbours, in frequency units, a configuration shifts the line to first order, up to an overall sign set by the frequency convention, by

$$J\sum_i\left(m_i-\frac{s_i}{2}\right)=J\left(k-\frac S2\right),\qquad k=\sum_i m_i,\quad S=\sum_i s_i .$$

The intensity $N_k$ is the number of configurations with sum $k$. Counting them equally stands for equal populations of the neighbours' levels, the high-temperature limit. The fraction of the total intensity in line $k$ is $N_k/\prod_i(s_i+1)$.

## Intensities rise to the centre and then fall

The claim is that $N_i=N_j$ when $i+j=S$, that $N_k\le N_{k+1}$ when $2k+1\le S$, and that $N_{k+1}\le N_k$ when $S\le 2k+1$.

Write $P_s=1+x+\dots+x^s$. Expanding $\prod_i P_{s_i}$ gives one term $x^{\sum_i m_i}$ per configuration, so $N_k$ is its coefficient of $x^k$.

Call a polynomial $p$ symmetric unimodal of width $d$ if $p_k\ge0$, $p_k=0$ for $k>d$, $p_i=p_j$ for $i+j=d$, and $p_k\le p_{k+1}$ for $2k+1\le d$. Each $P_s$ is of this kind, with width $s$.

**Closer to the centre is larger.** If $i\le j$ and $i+j\le d$, then $p_i\le p_j$. For $2j\le d+1$, chain the rises from $i$ to $j$. Otherwise replace $j$ by its mirror image $d-j\ge i$, and chain up to that.

**One flat factor.** Let $q$ have width $e$, with $q_j=0$ for negative $j$. Since $(P_mq)_k=q_k+q_{k-1}+\dots+q_{k-m}$,

$$(P_mq)_{k+1}-(P_mq)_k=q_{k+1}-q_{k-m}.$$

If $k<m$, this is $q_{k+1}\ge0$. If $k\ge m$ and $2k+1\le m+e$, the indices sum to $2k+1-m\le e$, so the difference is again nonnegative.

**A general factor.** Let $p$ have width $d$ and put $r=p-p_0P_d$. For $j\le d$, $r_j=p_j-p_0\ge0$, and $r_0=r_d=0$. Hence $r=x\,r'$, where $r'$ is symmetric unimodal of width $d-2$ if $d\ge2$, and zero if $d\le1$. Now

$$pq=p_0P_dq+x\,r'q .$$

The first term rises from $k$ to $k+1$ when $2k+1\le d+e$. For $k\ge1$ the second compares $(r'q)_{k-1}$ with $(r'q)_k$, and $2(k-1)+1\le(d-2)+e$, so induction on $d$ applies. For $k=0$ it goes from zero to a nonnegative number.

**Symmetry and descent.** In $(pq)_k=\sum_{a+b=k}p_aq_b$, replacing $a,b$ by $d-a,e-b$ gives $(pq)_{d+e-k}$. Nonnegativity and vanishing above $d+e$ follow from the same sum. Multiplying in the neighbours one by one gives width $S$. For $S\le2k+1$ and $k+1\le S$, reflection gives $N_{k+1}=N_{S-k-1}\le N_{S-k}=N_k$; for $k+1>S$, $N_{k+1}=0$.

With no neighbours there is one line, $N_0=1$. A spin $1/2$ and a spin $1$ give $1:2:2:1$, where both inequalities hold at the central pair.

## Patterns, shifts and counts in Lean

```lean
import Mathlib

open Polynomial Finset

namespace MultipletPatterns

noncomputable section
```

The four conditions above become a structure on real polynomials. The width `d` need not be the degree: the zero polynomial qualifies for every `d`.

```lean
/-- A real polynomial with nonnegative coefficients, supported in degrees `0` to `d`,
symmetric about `d / 2` and nondecreasing up to the centre. -/
structure SymmUnimodal (d : ℕ) (p : ℝ[X]) : Prop where
  nonneg : ∀ k, 0 ≤ p.coeff k
  vanish : ∀ k, d < k → p.coeff k = 0
  symm : ∀ i j, i + j = d → p.coeff i = p.coeff j
  rise : ∀ k, 2 * k + 1 ≤ d → p.coeff k ≤ p.coeff (k + 1)

/-- The pattern `1 + x + ... + x^s` of a single neighbour of spin `s / 2`. -/
def spinPoly (s : ℕ) : ℝ[X] := ∑ j ∈ range (s + 1), X ^ j
```

The neighbours are indexed by a finite type `ι`, and `s` and `m` are functions on it. The shift and the count are defined separately.

```lean
/-- The first-order shift of a line when neighbour `i`, of spin `s i / 2`, is in the level
with magnetic quantum number `m i - s i / 2`, all neighbours having the same coupling `J`. -/
def lineShift {ι : Type*} [Fintype ι] (J : ℝ) (s m : ι → ℕ) : ℝ :=
  J * ∑ i, ((m i : ℝ) - (s i : ℝ) / 2)

/-- The intensity of line `k`: the number of configurations of the neighbours, of spins `s i / 2`,
whose levels, numbered from `0` by increasing magnetic quantum number, add up to `k`. -/
def lineIntensity {ι : Type*} [Fintype ι] [DecidableEq ι] (s : ι → ℕ) (k : ℕ) : ℕ :=
  ((Fintype.piFinset fun i => range (s i + 1)).filter fun m => ∑ i, m i = k).card
```

The next theorem links them. It needs $J\neq0$, since at $J=0$ all lines coincide.

```lean
/-- For nonzero coupling, a configuration contributes at the shift `J (k - S / 2)`, with `S`
the sum of the `s i`, exactly when its levels add up to `k`. -/
theorem lineShift_eq_iff {ι : Type*} [Fintype ι] {J : ℝ} (hJ : J ≠ 0) (s m : ι → ℕ) (k : ℕ) :
    lineShift J s m = J * ((k : ℝ) - (∑ i, (s i : ℝ)) / 2) ↔ ∑ i, m i = k := by
  unfold lineShift
  rw [mul_right_inj' hJ, Finset.sum_sub_distrib, ← Finset.sum_div, sub_left_inj]
  exact_mod_cast Iff.rfl
```

## From one flat pattern to arbitrary products

```lean
/-- A single spin `s / 2` gives lines `0` to `s` of equal intensity one. -/
theorem coeff_spinPoly (s k : ℕ) : (spinPoly s).coeff k = if k ≤ s then 1 else 0 := by
  simp [spinPoly, finsetSum_coeff, coeff_X_pow]
```

In the comparison lemma, `chain` is the sequence of rises and `h.symm` the reflection.

```lean
/-- In a symmetric unimodal pattern, line `j` is at least as strong as line `i` if `i ≤ j`
and `i + j ≤ d`. -/
theorem SymmUnimodal.le_of_closer {d : ℕ} {p : ℝ[X]} (h : SymmUnimodal d p) {i j : ℕ}
    (hij : i ≤ j) (hd : i + j ≤ d) : p.coeff i ≤ p.coeff j := by
  have chain : ∀ t a, 2 * (a + t) ≤ d + 1 → p.coeff a ≤ p.coeff (a + t) := by
    intro t
    induction t with
    | zero => intro a _; simp
    | succ t ih =>
      intro a ha
      exact (ih a (by omega)).trans (h.rise (a + t) (by omega))
  obtain ⟨t, rfl⟩ := Nat.exists_eq_add_of_le hij
  by_cases hj : 2 * (i + t) ≤ d + 1
  · exact chain t i hj
  · -- beyond the centre, reflect first
    rw [h.symm (i + t) (d - (i + t)) (by omega)]
    have c := chain (d - (i + t) - i) i (by omega)
    rwa [show i + (d - (i + t) - i) = d - (i + t) by omega] at c
```

The identity `tele` is the telescoping difference in polynomial form; reading off degree `k + 1` leaves the two cases $k\ge m$ and $k<m$.

```lean
/-- Splitting a symmetric unimodal pattern by one further spin `m / 2` gives a pattern that
is nondecreasing up to its centre. -/
theorem spinPoly_mul_rise {e : ℕ} {q : ℝ[X]} (hq : SymmUnimodal e q) (m k : ℕ)
    (hk : 2 * k + 1 ≤ m + e) :
    (spinPoly m * q).coeff k ≤ (spinPoly m * q).coeff (k + 1) := by
  -- the geometric sum telescopes
  have tele : X * (spinPoly m * q) + q = X ^ (m + 1) * q + spinPoly m * q := by
    have g := geom_sum_mul (X : ℝ[X]) (m + 1)
    unfold spinPoly
    linear_combination q * g
  have c := congrArg (fun r : ℝ[X] => r.coeff (k + 1)) tele
  simp only [coeff_add, coeff_X_mul, coeff_X_pow_mul'] at c
  split_ifs at c with hm
  · have := hq.le_of_closer (i := k + 1 - (m + 1)) (j := k + 1) (by omega) (by omega)
    linarith
  · linarith [hq.nonneg (k + 1)]
```

The same step adds a neighbour of spin $m/2$ in a program for first-order stick spectra with a common coupling and equal level populations: start from `new[0] = old[0]` and use `new[k+1] = new[k] + old[k+1] - old[k-m]`, reading entries outside the array as zero. From $1,2,1$, a further spin $1$ gives $1,3,4,3,1$.

Strong induction on `d` carries out the peeling. Here `r.divX` is $r'$, `split` is the decomposition of $p$, and `tail` handles the term $x\,r'q$.

```lean
/-- The product of two symmetric unimodal patterns is nondecreasing up to its centre. -/
theorem mul_rise {e : ℕ} {q : ℝ[X]} (hq : SymmUnimodal e q) (d : ℕ) :
    ∀ p : ℝ[X], SymmUnimodal d p → ∀ k, 2 * k + 1 ≤ d + e →
      (p * q).coeff k ≤ (p * q).coeff (k + 1) := by
  induction d using Nat.strong_induction_on with
  | _ d ih =>
    intro p hp k hk
    -- peel off the flat pattern of height `p.coeff 0`
    obtain ⟨r, hr⟩ : ∃ r, r = p - C (p.coeff 0) * spinPoly d := ⟨_, rfl⟩
    have rc : ∀ j, r.coeff j = p.coeff j - p.coeff 0 * (if j ≤ d then 1 else 0) := by
      intro j
      rw [hr, coeff_sub, coeff_C_mul, coeff_spinPoly]
    have rn : ∀ j, 0 ≤ r.coeff j := by
      intro j
      rw [rc]
      split_ifs with hj
      · linarith [hp.le_of_closer (Nat.zero_le j) (by omega)]
      · linarith [hp.nonneg j]
    have rv : ∀ j, d ≤ j → r.coeff j = 0 := by
      intro j hj
      rw [rc]
      split_ifs with h
      · linarith [hp.symm j 0 (by omega)]
      · linarith [hp.vanish j (by omega)]
    have split : p = C (p.coeff 0) * spinPoly d + X * r.divX := by
      have h := divX_mul_X_add r
      have h0 : r.coeff 0 = 0 := by rw [rc]; simp
      rw [h0, C_0, add_zero] at h
      linear_combination -h - hr
    have tail : (X * (r.divX * q)).coeff k ≤ (X * (r.divX * q)).coeff (k + 1) := by
      cases k with
      | zero =>
        rw [coeff_X_mul, mul_coeff_zero, mul_coeff_zero, coeff_X_zero, zero_mul, coeff_divX]
        exact mul_nonneg (rn _) (hq.nonneg 0)
      | succ k =>
        rw [coeff_X_mul, coeff_X_mul]
        by_cases hd : 2 ≤ d
        · refine ih (d - 2) (by omega) r.divX ⟨?_, ?_, ?_, ?_⟩ k (by omega)
          · intro j
            rw [coeff_divX]
            exact rn _
          · intro j hj
            rw [coeff_divX]
            exact rv _ (by omega)
          · intro i j hij
            rw [coeff_divX, coeff_divX, rc, rc, hp.symm (i + 1) (j + 1) (by omega),
              if_pos (by omega), if_pos (by omega)]
          · intro j hj
            rw [coeff_divX, coeff_divX, rc, rc, if_pos (by omega), if_pos (by omega)]
            linarith [hp.rise (j + 1) (by omega)]
        · have z : r.divX = 0 := by
            ext j
            rw [coeff_divX, coeff_zero]
            exact rv _ (by omega)
          simp [z]
    have e1 : p * q = C (p.coeff 0) * (spinPoly d * q) + X * (r.divX * q) := by
      linear_combination q * split
    have block := mul_le_mul_of_nonneg_left (spinPoly_mul_rise hq d k hk) (hp.nonneg 0)
    rw [e1]
    simp only [coeff_add, coeff_C_mul]
    linarith
```

Symmetry of the product is obtained from `reflect`, which reverses the coefficients.

```lean
/-- Products of symmetric unimodal polynomials with nonnegative coefficients are again
symmetric and unimodal, and the widths add. -/
theorem SymmUnimodal.mul {d e : ℕ} {p q : ℝ[X]} (hp : SymmUnimodal d p)
    (hq : SymmUnimodal e q) : SymmUnimodal (d + e) (p * q) := by
  refine ⟨fun k => ?_, fun k hk => ?_, fun i j hij => ?_, mul_rise hq d p hp⟩
  · rw [coeff_mul]
    exact Finset.sum_nonneg fun x _ => mul_nonneg (hp.nonneg _) (hq.nonneg _)
  · rw [coeff_mul]
    refine Finset.sum_eq_zero fun x hx => ?_
    have hx' : x.1 + x.2 = k := by simpa using hx
    by_cases h : d < x.1
    · rw [hp.vanish _ h, zero_mul]
    · rw [hq.vanish x.2 (by omega), mul_zero]
  · -- symmetry means invariance under reversal of the coefficients
    have refl : ∀ {a : ℕ} {f : ℝ[X]}, SymmUnimodal a f → reflect a f = f := by
      intro a f h
      ext k
      rw [coeff_reflect]
      by_cases hk : k ≤ a
      · rw [revAt_le hk]
        exact h.symm _ _ (by omega)
      · rw [revAt_eq_self_of_lt (by omega)]
    have c := reflect_mul p q (natDegree_le_iff_coeff_eq_zero.2 hp.vanish)
      (natDegree_le_iff_coeff_eq_zero.2 hq.vanish)
    rw [refl hp, refl hq] at c
    have c' := congrArg (fun r : ℝ[X] => r.coeff i) c
    simp only [coeff_reflect] at c'
    rw [revAt_le (show i ≤ d + e by omega), show d + e - i = j by omega] at c'
    exact c'.symm
```

## The multiplet theorem and equal spins

Expanding the product identifies its coefficients with the counts.

```lean
/-- The product of the single-spin patterns is the generating function of the line
intensities. -/
theorem coeff_prod_spinPoly {ι : Type*} [Fintype ι] [DecidableEq ι] (s : ι → ℕ) (k : ℕ) :
    (∏ i, spinPoly (s i)).coeff k = (lineIntensity s k : ℝ) := by
  simp only [spinPoly, lineIntensity, Finset.prod_univ_sum, Finset.prod_pow_eq_pow_sum,
    finsetSum_coeff, coeff_X_pow]
  rw [Finset.card_filter]
  push_cast
  exact Finset.sum_congr rfl fun m _ => if_congr eq_comm rfl rfl
```

The main theorem allows different spins. It concerns the counts `lineIntensity` alone, so unequal level populations, unequal couplings, second-order shifts and overlapping line shapes are not covered.

```lean
/-- A multiplet from neighbours of arbitrary spins `s i / 2` with a common coupling is
symmetric, nondecreasing up to its centre and nonincreasing after it. -/
theorem multiplet_unimodal {ι : Type*} [Fintype ι] [DecidableEq ι] (s : ι → ℕ) :
    (∀ i j, i + j = ∑ a, s a → lineIntensity s i = lineIntensity s j) ∧
    (∀ k, 2 * k + 1 ≤ ∑ a, s a → lineIntensity s k ≤ lineIntensity s (k + 1)) ∧
    (∀ k, ∑ a, s a ≤ 2 * k + 1 → lineIntensity s (k + 1) ≤ lineIntensity s k) := by
  have single : ∀ m, SymmUnimodal m (spinPoly m) := by
    intro m
    refine ⟨fun k => ?_, fun k hk => ?_, fun i j hij => ?_, fun k hk => ?_⟩
    · rw [coeff_spinPoly]
      split_ifs <;> norm_num
    · rw [coeff_spinPoly, if_neg (by omega)]
    · rw [coeff_spinPoly, coeff_spinPoly, if_pos (by omega), if_pos (by omega)]
    · rw [coeff_spinPoly, coeff_spinPoly, if_pos (by omega), if_pos (by omega)]
  -- add the neighbours one at a time
  have all : ∀ t : Finset ι, SymmUnimodal (∑ a ∈ t, s a) (∏ a ∈ t, spinPoly (s a)) := by
    intro t
    induction t using Finset.induction_on with
    | empty => simpa [spinPoly] using single 0
    | insert a t ha ih =>
      rw [Finset.sum_insert ha, Finset.prod_insert ha]
      exact (single (s a)).mul ih
  have h := all Finset.univ
  refine ⟨fun i j hij => ?_, fun k hk => ?_, fun k hk => ?_⟩
  · have c := h.symm i j hij
    simp only [coeff_prod_spinPoly] at c
    exact_mod_cast c
  · have c := h.rise k hk
    simp only [coeff_prod_spinPoly] at c
    exact_mod_cast c
  · have c : (∏ a, spinPoly (s a)).coeff (k + 1) ≤ (∏ a, spinPoly (s a)).coeff k := by
      by_cases hd : k + 1 ≤ ∑ a, s a
      · rw [h.symm (k + 1) (∑ a, s a - (k + 1)) (by omega),
          h.symm k (∑ a, s a - k) (by omega)]
        exact h.le_of_closer (by omega) (by omega)
      · rw [h.vanish (k + 1) (by omega)]
        exact h.nonneg k
    simp only [coeff_prod_spinPoly] at c
    exact_mod_cast c
```

For $n$ neighbours of equal spin $s/2$, taking `Fin n` as the index type turns the product into a power. The statement gives the rising half; symmetry and descent are in the preceding theorem.

```lean
/-- For `n` equivalent neighbours of spin `s / 2`, the coefficients of
`(1 + x + ... + x^s)^n` do not decrease from degree `k` to `k + 1` if `2 k + 1 ≤ n s`. -/
theorem equivalent_spins_rise (n s k : ℕ) (hk : 2 * k + 1 ≤ n * s) :
    ((∑ j ∈ range (s + 1), (X : ℝ[X]) ^ j) ^ n).coeff k ≤
      ((∑ j ∈ range (s + 1), (X : ℝ[X]) ^ j) ^ n).coeff (k + 1) := by
  have h := (multiplet_unimodal (fun _ : Fin n => s)).2.1 k (by simpa using hk)
  have c := fun j => coeff_prod_spinPoly (fun _ : Fin n => s) j
  simp only [Finset.prod_const, Finset.card_univ, Fintype.card_fin, spinPoly] at c
  rw [c, c]
  exact_mod_cast h

end

end MultipletPatterns
```

```lean
#print axioms MultipletPatterns.lineShift_eq_iff
#print axioms MultipletPatterns.multiplet_unimodal
#print axioms MultipletPatterns.equivalent_spins_rise
```

```
'MultipletPatterns.lineShift_eq_iff' depends on axioms: [propext, Classical.choice, Quot.sound]
'MultipletPatterns.multiplet_unimodal' depends on axioms: [propext, Classical.choice, Quot.sound]
'MultipletPatterns.equivalent_spins_rise' depends on axioms: [propext, Classical.choice, Quot.sound]
```
